# Mean squared radius of gyration of a free ring polymer with P beads

When a path-integral code draws free ring polymers from the Gaussian distribution of their internal normal modes, comparing the average squared radius of gyration with its exact value gives a joint test of the mode frequencies, the temperature convention and the normalisation of the transform, although errors that cancel in this one number go unnoticed. For one Cartesian coordinate of a particle of mass $m$ at inverse temperature $\beta$, with $P\ge1$ beads and $R_g^2$ the mean squared distance of the beads from their centroid, the target is

$$\langle R_g^2\rangle=\frac{\beta\hbar^2}{12m}\left(1-\frac1{P^2}\right),\qquad \sum_{k=1}^{P-1}\frac1{4\sin^2(\pi k/P)}=\frac{P^2-1}{12}.$$

The second identity supplies the first. As $P\to\infty$ the mean squared radius tends to $\beta\hbar^2/(12m)$. With no external potential, the mean squared radius at finite $P$ therefore lies below this limit by exactly the fraction $1/P^2$.

## The sine sum from a Green function

Write $h_k=\pi k/P$. For $0<k<P$,

$$2\sin h_k\cos(2jh_k)=\sin((2j+1)h_k)-\sin((2j-1)h_k).$$

Summed over $j=0,\dots,P-1$, the right side telescopes to zero, so $\sum_j\cos(2jh_k)=0$.

Let $g_r=r(P-r)/2$, so that $g_0=g_P=0$. Since

$$4\sin^2h_k\cos(2rh_k)=2\cos(2rh_k)-\cos(2(r+1)h_k)-\cos(2(r-1)h_k),$$

summation by parts on the ring moves this difference onto $g$. With indices taken modulo $P$, $2g_r-g_{r+1}-g_{r-1}$ equals $1$ for $1\le r\le P-1$ and $-(P-1)$ at $r=0$. Hence

$$4\sin^2h_k\sum_{r=0}^{P-1}g_r\cos(2rh_k)=\sum_{r=0}^{P-1}\cos(2rh_k)-P=-P.$$

Divide by $-4P\sin^2h_k$ and sum over $k$. For $1\le r\le P-1$, $\sum_{k=1}^{P-1}\cos(2\pi rk/P)=-1$, so the result is $\frac1P\sum_r g_r=(P^2-1)/12$. For $P=1$ both sides are zero.

## The radius from independent modes

Expand the beads as $q_j=\sum_{k=1}^{P-1}a_ku_{kj}$, with $u_{kj}=(\cos2jh_k+\sin2jh_k)/\sqrt P$. The product of two modes is

$$u_{kj}u_{lj}=\frac{\cos(2j(h_k-h_l))+\sin(2j(h_k+h_l))}{P}.$$

Summed over $j$, the sine part vanishes and the cosine part gives $\delta_{kl}$. Each internal mode is likewise orthogonal to the constant mode, so the centroid is at zero and $R_g^2=\frac1P\sum_ka_k^2$.

Neighbour differences are

$$u_{k,j+1}-u_{kj}=2\sin h_k\,\frac{\cos((2j+1)h_k)-\sin((2j+1)h_k)}{\sqrt P}.$$

These half-step waves are orthonormal by the same argument, so $\sum_j(q_{j+1}-q_j)^2=\sum_k4\sin^2h_k\,a_k^2$ around the closed ring.

With spring frequency $P/(\beta\hbar)$ and sampling inverse temperature $\beta/P$, the weight is $\exp(-\sum_kc_ka_k^2)$, where $c_k=\frac{mP}{2\beta\hbar^2}\,4\sin^2h_k$. Integrating the derivative of $xe^{-cx^2}$ gives $\langle x^2\rangle=1/(2c)$, so

$$\langle R_g^2\rangle=\frac1P\sum_k\frac1{2c_k}=\frac{\beta\hbar^2}{mP^2}\,\frac{P^2-1}{12}.$$

## Lean file

```lean
import Mathlib

open Real Finset MeasureTheory Filter Topology

namespace RingPolymerGyration

noncomputable section

/-- A real wave of mode number `k` on a ring of `P` sites, shifted by `s` half-steps. -/
def wave (P s : ℕ) (ε : ℝ) (k j : ℕ) : ℝ :=
  cos ((2 * (j : ℝ) + s) * (π * k / P)) + ε * sin ((2 * (j : ℝ) + s) * (π * k / P))

/-- The displacement of bead `j` in the real normal mode `k`. -/
def mode (P k j : ℕ) : ℝ :=
  (cos (2 * (j : ℝ) * (π * k / P)) + sin (2 * (j : ℝ) * (π * k / P))) / √P

/-- Bead positions built from the amplitudes of the internal modes `1, ..., P - 1`. -/
def bead (P : ℕ) (a : Fin (P - 1) → ℝ) (j : ℕ) : ℝ := ∑ k, a k * mode P (k + 1) j

/-- Energy of the springs of force constant `κ` joining neighbours on the closed ring. -/
def springEnergy (κ : ℝ) (P : ℕ) (q : ℕ → ℝ) : ℝ :=
  κ / 2 * ∑ j ∈ range P, (q ((j + 1) % P) - q j) ^ 2

/-- Squared radius of gyration: mean squared distance of the beads from their centroid. -/
def gyrationSq (P : ℕ) (q : ℕ → ℝ) : ℝ :=
  (∑ j ∈ range P, (q j - (∑ i ∈ range P, q i) / P) ^ 2) / P

/-- Boltzmann weight at inverse temperature `β / P` with spring frequency `P / (β ħ)`. -/
def boltzmann (m β ħ : ℝ) (P : ℕ) (a : Fin (P - 1) → ℝ) : ℝ :=
  exp (-(β / P) * springEnergy (m * (P / (β * ħ)) ^ 2) P (bead P a))

/-- Thermal average of the squared radius of gyration over all internal amplitudes. -/
def meanGyrationSq (m β ħ : ℝ) (P : ℕ) : ℝ :=
  (∫ a, gyrationSq P (bead P a) * boltzmann m β ħ P a) / ∫ a, boltzmann m β ħ P a

/-- The sine in the frequency of an internal mode is positive. -/
theorem sin_mode_pos (P k : ℕ) (hk : 0 < k) (hkP : k < P) : 0 < sin (π * k / P) := by
  have h1 : (0 : ℝ) < k := by exact_mod_cast hk
  have h2 : (k : ℝ) < P := by exact_mod_cast hkP
  have h3 : (0 : ℝ) < P := h1.trans h2
  apply Real.sin_pos_of_pos_of_lt_pi (by positivity)
  rw [div_lt_iff₀ h3]
  exact mul_lt_mul_of_pos_left h2 pi_pos

/-- A cosine sampled evenly over whole periods sums to zero, unless every step is a period. -/
theorem sum_cos_eq_zero (P : ℕ) (n : ℤ) (h s φ : ℝ) (hn : h * P = n * π)
    (hs : sin h ≠ 0) : ∑ j ∈ range P, cos ((2 * (j : ℝ) + s) * h + φ) = 0 := by
  -- multiplying by 2 sin h makes the sum telescope
  have t : ∀ N : ℕ, 2 * sin h * ∑ j ∈ range N, cos ((2 * (j : ℝ) + s) * h + φ)
      = sin ((2 * (N : ℝ) + s - 1) * h + φ) - sin ((s - 1) * h + φ) := by
    intro N
    induction N with
    | zero => simp
    | succ N ih =>
      have e1 : (2 * ((N + 1 : ℕ) : ℝ) + s - 1) * h + φ
          = ((2 * (N : ℝ) + s) * h + φ) + h := by push_cast; ring
      have e2 : (2 * (N : ℝ) + s - 1) * h + φ = ((2 * (N : ℝ) + s) * h + φ) - h := by ring
      rw [e2, sin_sub _ h] at ih
      rw [sum_range_succ, e1, sin_add _ h]
      linear_combination ih
  have e : (2 * (P : ℝ) + s - 1) * h + φ = ((s - 1) * h + φ) + n * (2 * π) := by
    linear_combination 2 * hn
  have z := t P
  rw [e, Real.sin_add_int_mul_two_pi, sub_self] at z
  exact (mul_eq_zero.mp z).resolve_left (mul_ne_zero two_ne_zero hs)

/-- The sum of `1 / (4 sin² (π k / P))` over the internal modes is `(P² - 1) / 12`. -/
theorem sum_inv_four_sin_sq (P : ℕ) (hP : 1 ≤ P) :
    ∑ k ∈ Ico 1 P, 1 / (4 * sin (π * k / P) ^ 2) = ((P : ℝ) ^ 2 - 1) / 12 := by
  have hp : (P : ℝ) ≠ 0 := by exact_mod_cast (by omega : P ≠ 0)
  -- r (P - r) / 2 is the Green function of the ring: summation by parts
  have green : ∀ (h : ℝ) (N : ℕ),
      4 * sin h ^ 2 * ∑ r ∈ range N, (r : ℝ) * (P - r) / 2 * cos (2 * (r : ℝ) * h)
      = ∑ r ∈ range N, cos (2 * (r : ℝ) * h) + N * (P - N) / 2 * cos (2 * (N : ℝ) * h - 2 * h)
        - (N - 1) * (P - N + 1) / 2 * cos (2 * (N : ℝ) * h) - (P + 1) / 2 := by
    intro h N
    induction N with
    | zero =>
      simp only [range_zero, sum_empty, Nat.cast_zero, mul_zero, zero_mul, cos_zero]
      ring
    | succ N ih =>
      have c1 : cos (2 * ((N + 1 : ℕ) : ℝ) * h)
          = cos (2 * (N : ℝ) * h) * cos (2 * h) - sin (2 * (N : ℝ) * h) * sin (2 * h) := by
        rw [← cos_add]; push_cast; ring_nf
      have c2 : cos (2 * ((N + 1 : ℕ) : ℝ) * h - 2 * h) = cos (2 * (N : ℝ) * h) := by
        push_cast; ring_nf
      have c4 : cos (2 * h) = 1 - 2 * sin h ^ 2 := by rw [cos_two_mul, cos_sq']; ring
      rw [cos_sub, c4] at ih
      rw [sum_range_succ, sum_range_succ, c2, c1, c4]
      push_cast
      linear_combination ih
  have key : ∀ k ∈ Ico 1 P, 1 / (4 * sin (π * k / P) ^ 2)
      = -(1 / (P : ℝ)) * ∑ r ∈ range P, (r : ℝ) * (P - r) / 2 * cos (2 * (r : ℝ) * (π * k / P)) := by
    intro k hk
    obtain ⟨h1, h2⟩ := mem_Ico.mp hk
    have hs := (sin_mode_pos P k h1 h2).ne'
    have z := sum_cos_eq_zero P k (π * k / P) 0 0 (by push_cast; field_simp) hs
    simp only [add_zero] at z
    have e : 2 * (P : ℝ) * (π * k / P) = k * (2 * π) := by field_simp
    have g := green (π * k / P) P
    rw [z, e, cos_nat_mul_two_pi] at g
    have hPP : 1 / (P : ℝ) * P = 1 := by field_simp
    rw [div_eq_iff (mul_ne_zero four_ne_zero (pow_ne_zero 2 hs))]
    linear_combination (1 / (P : ℝ)) * g - hPP
  have inner : ∀ r ∈ range P, ∑ k ∈ Ico 1 P, (r : ℝ) * (P - r) / 2 * cos (2 * (r : ℝ) * (π * k / P))
      = -((r : ℝ) * (P - r) / 2) := by
    intro r hr
    rcases Nat.eq_zero_or_pos r with rfl | h0
    · simp
    have z := sum_cos_eq_zero P r (π * r / P) 0 0 (by push_cast; field_simp)
      (sin_mode_pos P r h0 (mem_range.mp hr)).ne'
    have z0 : cos ((2 * ((0 : ℕ) : ℝ) + 0) * (π * r / P) + 0) = 1 := by simp
    rw [sum_range_eq_add_Ico _ hP, z0] at z
    have e : ∑ k ∈ Ico 1 P, cos (2 * (r : ℝ) * (π * k / P))
        = ∑ k ∈ Ico 1 P, cos ((2 * (k : ℝ) + 0) * (π * r / P) + 0) :=
      sum_congr rfl fun k _ => by congr 1; ring
    rw [← mul_sum, e]
    linear_combination ((r : ℝ) * (P - r) / 2) * z
  have total : ∀ N : ℕ, ∑ r ∈ range N, (r : ℝ) * (P - r) / 2
      = P * N * (N - 1) / 4 - N * (N - 1) * (2 * N - 1) / 12 := by
    intro N
    induction N with
    | zero => simp
    | succ N ih => rw [sum_range_succ, ih]; push_cast; ring
  rw [sum_congr rfl key, ← mul_sum, sum_comm, sum_congr rfl inner, sum_neg_distrib, total]
  field_simp
  ring

/-- For `ε = ±1`, waves with different mode numbers below `P` are orthogonal on the ring, and each
has squared norm `P`. -/
theorem wave_orthogonal (P k l s : ℕ) (ε : ℝ) (hε : ε ^ 2 = 1) (hk : k < P) (hl : l < P) :
    ∑ j ∈ range P, wave P s ε k j * wave P s ε l j = if k = l then (P : ℝ) else 0 := by
  have hP : (0 : ℝ) < P := by exact_mod_cast (by omega : 0 < P)
  have bd : ∀ i : ℕ, i < P → 0 ≤ π * i / P ∧ π * i / P < π := fun i hi =>
    ⟨by positivity, by
      rw [div_lt_iff₀ hP]
      exact mul_lt_mul_of_pos_left (by exact_mod_cast hi) pi_pos⟩
  have bk := bd k hk
  have bl := bd l hl
  unfold wave
  obtain ⟨x, hx⟩ : ∃ x, x = π * k / P := ⟨_, rfl⟩
  obtain ⟨y, hy⟩ : ∃ y, y = π * l / P := ⟨_, rfl⟩
  have hxP : x * P = k * π := by rw [hx]; field_simp
  have hyP : y * P = l * π := by rw [hy]; field_simp
  simp only [← hx, ← hy] at bk bl ⊢
  have e : ∀ j : ℕ, (cos ((2 * (j : ℝ) + s) * x) + ε * sin ((2 * (j : ℝ) + s) * x))
      * (cos ((2 * (j : ℝ) + s) * y) + ε * sin ((2 * (j : ℝ) + s) * y))
      = cos ((2 * (j : ℝ) + s) * (x - y) + 0) + ε * sin ((2 * (j : ℝ) + s) * (x + y)) := by
    intro j
    rw [show (2 * (j : ℝ) + s) * (x - y) + 0 = (2 * (j : ℝ) + s) * x - (2 * (j : ℝ) + s) * y by ring,
      show (2 * (j : ℝ) + s) * (x + y) = (2 * (j : ℝ) + s) * x + (2 * (j : ℝ) + s) * y by ring,
      cos_sub, sin_add]
    linear_combination sin ((2 * (j : ℝ) + s) * x) * sin ((2 * (j : ℝ) + s) * y) * hε
  have hsin : ∑ j ∈ range P, sin ((2 * (j : ℝ) + s) * (x + y)) = 0 := by
    by_cases h0 : sin (x + y) = 0
    · obtain ⟨n, hn⟩ := Real.sin_eq_zero_iff.mp h0
      refine sum_eq_zero fun j _ => ?_
      have := Real.sin_int_mul_pi ((2 * (j : ℤ) + (s : ℤ)) * n)
      push_cast at this
      rw [← hn, ← mul_assoc]
      exact this
    · refine Eq.trans (sum_congr rfl fun j _ => ?_) (sum_cos_eq_zero P (k + l) (x + y) s (-(π / 2))
        (by push_cast; linear_combination hxP + hyP) h0)
      rw [← sub_eq_add_neg, Real.cos_sub_pi_div_two]
  rw [sum_congr rfl fun j _ => e j, sum_add_distrib, ← mul_sum, hsin, mul_zero, add_zero]
  split_ifs with hkl
  · have hxy : x = y := by rw [hx, hy, hkl]
    simp [hxy]
  · refine sum_cos_eq_zero P (k - l) (x - y) s 0
      (by push_cast; linear_combination hxP - hyP) fun h0 => hkl ?_
    rw [Real.sin_eq_zero_iff_of_lt_of_lt (by linarith) (by linarith)] at h0
    have : (k : ℝ) = l := mul_right_cancel₀ pi_ne_zero
      (by linear_combination (P : ℝ) * h0 - hxP + hyP)
    exact_mod_cast this

/-- Parseval's identity for a superposition of normalised internal waves. -/
theorem sum_sq_waves (P s : ℕ) (ε : ℝ) (hε : ε ^ 2 = 1) (b : Fin (P - 1) → ℝ) :
    ∑ j ∈ range P, (∑ k, b k * (wave P s ε (k + 1) j / √P)) ^ 2 = ∑ k, b k ^ 2 := by
  have hr : (√(P : ℝ))⁻¹ * (√(P : ℝ))⁻¹ = (P : ℝ)⁻¹ := by
    rw [← mul_inv, Real.mul_self_sqrt (Nat.cast_nonneg P)]
  have e : ∀ j ∈ range P, (∑ k, b k * (wave P s ε (k + 1) j / √P)) ^ 2
      = ∑ k, ∑ l, b k * b l / P * (wave P s ε (k + 1) j * wave P s ε (l + 1) j) := by
    intro j _
    rw [sq, sum_mul_sum]
    refine sum_congr rfl fun k _ => sum_congr rfl fun l _ => ?_
    linear_combination (b k * b l * wave P s ε (k + 1) j * wave P s ε (l + 1) j) * hr
  rw [sum_congr rfl e, sum_comm]
  refine sum_congr rfl fun k _ => ?_
  have hk := k.isLt
  have hP : (P : ℝ) ≠ 0 := by exact_mod_cast (by omega : P ≠ 0)
  have d : ∀ l ∈ (univ : Finset (Fin (P - 1))), ∑ j ∈ range P,
      b k * b l / P * (wave P s ε (k + 1) j * wave P s ε (l + 1) j)
      = if k = l then b k ^ 2 else 0 := by
    intro l _
    have hl := l.isLt
    rw [← mul_sum, wave_orthogonal P (k + 1) (l + 1) s ε hε (by omega) (by omega)]
    by_cases h : k = l
    · subst h
      rw [if_pos rfl, if_pos rfl, div_mul_cancel₀ _ hP]
      ring
    · have h' : (k : ℕ) + 1 ≠ l + 1 := fun h' => h (Fin.ext (by omega))
      rw [if_neg h', if_neg h, mul_zero]
  rw [sum_comm, sum_congr rfl d]
  simp

/-- The spring energy is a sum of independent harmonic terms in the mode amplitudes. -/
theorem springEnergy_bead (κ : ℝ) (P : ℕ) (a : Fin (P - 1) → ℝ) :
    springEnergy κ P (bead P a)
      = κ / 2 * ∑ k : Fin (P - 1), 4 * sin (π * ((k + 1 : ℕ) : ℝ) / P) ^ 2 * a k ^ 2 := by
  unfold springEnergy
  congr 1
  have r : ∑ k : Fin (P - 1), 4 * sin (π * ((k + 1 : ℕ) : ℝ) / P) ^ 2 * a k ^ 2
      = ∑ k : Fin (P - 1), (a k * (2 * sin (π * ((k + 1 : ℕ) : ℝ) / P))) ^ 2 :=
    sum_congr rfl fun k _ => by ring
  rw [r, ← sum_sq_waves P 1 (-1) (by norm_num)]
  refine sum_congr rfl fun j hj => ?_
  have hj' := mem_range.mp hj
  have hP : (P : ℝ) ≠ 0 := by exact_mod_cast (by omega : P ≠ 0)
  -- the last spring closes the ring because every mode is periodic
  have wrap : ∀ i, mode P i ((j + 1) % P) = mode P i (j + 1) := by
    intro i
    rcases Nat.lt_or_ge (j + 1) P with h | h
    · rw [Nat.mod_eq_of_lt h]
    · have h' : j + 1 = P := by omega
      have e : 2 * (P : ℝ) * (π * i / P) = i * (2 * π) := by field_simp
      have s0 : sin ((i : ℝ) * (2 * π)) = 0 := by
        have := Real.sin_add_nat_mul_two_pi 0 i
        rwa [zero_add, sin_zero] at this
      rw [h', Nat.mod_self]
      unfold mode
      rw [e, s0, cos_nat_mul_two_pi]
      simp
  congr 1
  unfold bead
  rw [← sum_sub_distrib]
  refine sum_congr rfl fun k _ => ?_
  rw [wrap]
  unfold mode wave
  generalize π * ((k + 1 : ℕ) : ℝ) / P = x
  rw [show 2 * ((j + 1 : ℕ) : ℝ) * x = (2 * (j : ℝ) + (1 : ℕ)) * x + x by push_cast; ring,
    show 2 * (j : ℝ) * x = (2 * (j : ℝ) + (1 : ℕ)) * x - x by push_cast; ring,
    cos_add, sin_add, cos_sub, sin_sub]
  ring

/-- The squared radius of gyration is the sum of squared internal amplitudes divided by `P`. -/
theorem gyrationSq_bead (P : ℕ) (a : Fin (P - 1) → ℝ) :
    gyrationSq P (bead P a) = (∑ k, a k ^ 2) / P := by
  have hc : ∑ i ∈ range P, bead P a i = 0 := by
    unfold bead
    rw [sum_comm]
    refine sum_eq_zero fun k _ => ?_
    have hk := k.isLt
    have m : ∀ j, mode P (k + 1) j = wave P 0 1 (k + 1) j * wave P 0 1 0 j / √P := by
      intro j; simp [mode, wave]
    rw [← mul_sum, sum_congr rfl fun j _ => m j, ← sum_div,
      wave_orthogonal P (k + 1) 0 0 1 (by norm_num) (by omega) (by omega),
      if_neg (by omega), zero_div, mul_zero]
  unfold gyrationSq
  simp only [hc, zero_div, sub_zero]
  rw [← sum_sq_waves P 0 1 (by norm_num) a]
  simp [bead, mode, wave]

/-- Under a Gaussian weight the mean of the summed squared amplitudes is `∑ 1 / (2 c k)`. -/
theorem gaussian_average {n : ℕ} (c : Fin n → ℝ) (hc : ∀ k, 0 < c k) :
    (∫ a : Fin n → ℝ, (∑ k, a k ^ 2) * exp (-∑ k, c k * a k ^ 2))
      / (∫ a : Fin n → ℝ, exp (-∑ k, c k * a k ^ 2)) = ∑ k, 1 / (2 * c k) := by
  have i0 := fun k => integrable_exp_neg_mul_sq (hc k)
  have i2 : ∀ k, Integrable fun x : ℝ => x ^ 2 * exp (-c k * x ^ 2) := by
    intro k
    have := integrable_rpow_mul_exp_neg_mul_sq (hc k) (s := 2) (by norm_num)
    simpa only [Real.rpow_two] using this
  -- one mode: integrate the derivative of x exp(-c x²)
  have second : ∀ k, ∫ x : ℝ, x ^ 2 * exp (-c k * x ^ 2)
      = 1 / (2 * c k) * ∫ x : ℝ, exp (-c k * x ^ 2) := by
    intro k
    have d : ∀ x : ℝ, HasDerivAt (fun x => x * exp (-c k * x ^ 2))
        (exp (-c k * x ^ 2) - 2 * c k * (x ^ 2 * exp (-c k * x ^ 2))) x := by
      intro x
      have h2 : HasDerivAt (fun y : ℝ => y ^ 2) (2 * x) x := by simpa using hasDerivAt_pow 2 x
      exact ((hasDerivAt_id' x).fun_mul (h2.const_mul (-c k)).exp).congr_deriv (by ring)
    have z := integral_eq_zero_of_hasDerivAt_of_integrable d
      ((i0 k).sub ((i2 k).const_mul (2 * c k))) (integrable_mul_exp_neg_mul_sq (hc k))
    rw [integral_sub (i0 k) ((i2 k).const_mul _), integral_const_mul] at z
    rw [one_div_mul_eq_div, eq_div_iff (mul_pos two_pos (hc k)).ne']
    linear_combination -z
  let F : Fin n → Fin n → ℝ → ℝ := fun i k x => (if k = i then x ^ 2 else 1) * exp (-c k * x ^ 2)
  have ex : ∀ a : Fin n → ℝ, exp (-∑ k, c k * a k ^ 2) = ∏ k, exp (-c k * a k ^ 2) := by
    intro a
    rw [← Real.exp_sum, ← sum_neg_distrib]
    simp only [neg_mul]
  have Fe : ∀ a : Fin n → ℝ, (∑ k, a k ^ 2) * exp (-∑ k, c k * a k ^ 2)
      = ∑ i, ∏ k, F i k (a k) := by
    intro a
    rw [sum_mul, ex]
    refine sum_congr rfl fun i _ => ?_
    simp only [F, prod_mul_distrib, prod_ite_eq', mem_univ, if_true]
  have Fi : ∀ i k, Integrable (F i k) := by
    intro i k
    by_cases h : k = i
    · simp only [F, if_pos h]; exact i2 k
    · simp only [F, if_neg h, one_mul]; exact i0 k
  have Fv : ∀ i k, ∫ x, F i k x
      = (if k = i then 1 / (2 * c k) else 1) * ∫ x : ℝ, exp (-c k * x ^ 2) := by
    intro i k
    by_cases h : k = i
    · simp only [F, if_pos h]; exact second k
    · simp only [F, if_neg h, one_mul]
  have Z0 : ∫ a : Fin n → ℝ, exp (-∑ k, c k * a k ^ 2) = ∏ k, ∫ x : ℝ, exp (-c k * x ^ 2) := by
    simp only [ex]
    exact integral_fintype_prod_volume_eq_prod (fun k (x : ℝ) => exp (-c k * x ^ 2))
  have Zpos : 0 < ∏ k, ∫ x : ℝ, exp (-c k * x ^ 2) := by
    refine prod_pos fun k _ => ?_
    rw [integral_gaussian]
    exact Real.sqrt_pos.2 (div_pos pi_pos (hc k))
  have Fp : ∀ i, Integrable (fun a : Fin n → ℝ => ∏ k, F i k (a k)) volume :=
    fun i => Integrable.fintype_prod (Fi i)
  rw [Z0, div_eq_iff Zpos.ne', integral_congr_ae (Eventually.of_forall Fe),
    MeasureTheory.integral_finsetSum _ (fun i _ => Fp i), sum_mul]
  refine sum_congr rfl fun i _ => ?_
  rw [integral_fintype_prod_volume_eq_prod (F i)]
  simp only [Fv, prod_mul_distrib, prod_ite_eq', mem_univ, if_true]

/-- The free ring polymer of `P` beads has mean squared radius of gyration
`β ħ² (1 - 1 / P²) / (12 m)`. -/
theorem meanGyrationSq_eq (m β ħ : ℝ) (hm : 0 < m) (hβ : 0 < β) (hħ : 0 < ħ)
    (P : ℕ) (hP : 1 ≤ P) :
    meanGyrationSq m β ħ P = β * ħ ^ 2 * (1 - 1 / (P : ℝ) ^ 2) / (12 * m) := by
  have hp : (0 : ℝ) < P := by exact_mod_cast hP
  have hs : ∀ k : Fin (P - 1), 0 < sin (π * ((k + 1 : ℕ) : ℝ) / P) := fun k =>
    sin_mode_pos P (k + 1) (by omega) (by have := k.isLt; omega)
  let c : Fin (P - 1) → ℝ := fun k =>
    m * P / (2 * β * ħ ^ 2) * (4 * sin (π * ((k + 1 : ℕ) : ℝ) / P) ^ 2)
  have hc : ∀ k, 0 < c k := fun k =>
    mul_pos (by positivity) (mul_pos four_pos (pow_pos (hs k) 2))
  have hw : ∀ a, boltzmann m β ħ P a = exp (-∑ k, c k * a k ^ 2) := by
    intro a
    have hA : β / P * (m * (P / (β * ħ)) ^ 2 / 2) = m * P / (2 * β * ħ ^ 2) := by
      field_simp
    have hS : ∑ k, c k * a k ^ 2 = m * P / (2 * β * ħ ^ 2)
        * ∑ k : Fin (P - 1), 4 * sin (π * ((k + 1 : ℕ) : ℝ) / P) ^ 2 * a k ^ 2 := by
      rw [mul_sum]
      exact sum_congr rfl fun k _ => by simp only [c]; ring
    unfold boltzmann
    rw [springEnergy_bead, hS, ← hA]
    congr 1
    ring
  -- the mode variances add up to the sine sum
  have hsum : ∑ k, 1 / (2 * c k) = β * ħ ^ 2 / (m * P) * (((P : ℝ) ^ 2 - 1) / 12) := by
    rw [← sum_inv_four_sin_sq P hP, sum_Ico_eq_sum_range, sum_range, mul_sum]
    refine sum_congr rfl fun k _ => ?_
    have s := hs k
    rw [add_comm 1 (k : ℕ)]
    simp only [c]
    generalize sin (π * ((k + 1 : ℕ) : ℝ) / P) = t at s ⊢
    field_simp
  have pull : ∀ a : Fin (P - 1) → ℝ, (∑ k, a k ^ 2) / P * exp (-∑ k, c k * a k ^ 2)
      = 1 / (P : ℝ) * ((∑ k, a k ^ 2) * exp (-∑ k, c k * a k ^ 2)) := fun a => by ring
  unfold meanGyrationSq
  simp only [gyrationSq_bead, hw, pull]
  rw [integral_const_mul, mul_div_assoc, gaussian_average c hc, hsum]
  field_simp

/-- As the number of beads grows, the mean squared radius of gyration tends to `β ħ² / (12 m)`. -/
theorem meanGyrationSq_tendsto (m β ħ : ℝ) (hm : 0 < m) (hβ : 0 < β) (hħ : 0 < ħ) :
    Tendsto (fun P : ℕ => meanGyrationSq m β ħ P) atTop (𝓝 (β * ħ ^ 2 / (12 * m))) := by
  have h0 := (tendsto_one_div_atTop_nhds_zero_nat (𝕜 := ℝ)).pow 2
  have h := ((tendsto_const_nhds (x := (1 : ℝ))).sub h0).const_mul (β * ħ ^ 2 / (12 * m))
  rw [show β * ħ ^ 2 / (12 * m) * (1 - 0 ^ 2) = β * ħ ^ 2 / (12 * m) by ring] at h
  refine h.congr' ?_
  filter_upwards [eventually_ge_atTop 1] with P hP
  rw [meanGyrationSq_eq m β ħ hm hβ hħ P hP]
  ring

end

end RingPolymerGyration
```

```lean
#print axioms RingPolymerGyration.meanGyrationSq_eq
#print axioms RingPolymerGyration.meanGyrationSq_tendsto
```

```
'RingPolymerGyration.meanGyrationSq_eq' depends on axioms: [propext, Classical.choice, Quot.sound]
'RingPolymerGyration.meanGyrationSq_tendsto' depends on axioms: [propext, Classical.choice, Quot.sound]
```

## What is averaged, and under which assumptions

`meanGyrationSq_eq` states the finite-$P$ formula for positive `m`, `β`, `ħ` and `1 ≤ P`; `meanGyrationSq_tendsto` states the limit. `meanGyrationSq` is a ratio of integrals over all real amplitudes `a : Fin (P - 1) → ℝ`, where index `k` denotes mode `k + 1`. `springEnergy` closes the ring through `(j + 1) % P`, and `gyrationSq` measures distances from the centroid.

In the proof, `sum_cos_eq_zero` performs the telescoping and `sum_inv_four_sin_sq` the Green-function argument, both by induction on the length of a partial sum. `wave_orthogonal` and `sum_sq_waves` give orthogonality and Parseval's identity, which `springEnergy_bead` and `gyrationSq_bead` apply to the beads. `gaussian_average` integrates by parts and factorises the integral.

The ring-polymer weight is assumed, not derived from the quantum partition function, and the centroid is fixed because neither the radius nor the spring energy depends on it. The theorems concern exact averages in one dimension; they say nothing about sampling noise, thermostats or time-step error. For a free particle in three dimensions the target is three times larger, a factor that users must supply themselves.
